# A negative direction of A+B gives an imaginary RPA frequency when A−B is positive definite

Stretch H₂ while keeping both electrons in one spatial orbital. Beyond some bond length, the restricted Hartree–Fock energy can be lowered by giving the two electrons different spatial orbitals. The restricted solution is still stationary, but it is no longer a minimum. What happens to excitation energies computed from it?

Here RPA means the version with exchange, which is time-dependent Hartree–Fock. For real orbitals, its frequencies are the eigenvalues of

\[
M=\begin{pmatrix}A&B\\-B&-A\end{pmatrix},
\]

where \(A\) couples excitations to each other and \(B\) couples excitations to de-excitations. Write \(K=A-B\) and \(S=A+B\). Up to a positive factor, \(v\cdot Sv\) is the second-order energy change under a real orbital variation \(v\), and \(K\) plays the same role for imaginary variations.

If \(A\) and \(B\) are real symmetric, \(K\) is positive definite and \(v\cdot Sv<0\) for some \(v\), then \(KS\) has a negative eigenvalue and \(M\) has an eigenvalue \(i\omega\) with \(\omega\) real and nonzero. Each hypothesis enters at a definite step. The small examples of what fails without them are worked by hand and are not part of the Lean file.

## Real matrices over finitely many excitations

The finite type `n` labels the occupied–virtual pairs, and `n ⊕ n` labels excitations followed by de-excitations. `rpaMatrix` has real blocks but complex entries, because its eigenvectors may be complex. `modeVector x y` is the amplitude \((x-iy,\;x+iy)\), which is not normalised.

```lean
import Mathlib

open Matrix

namespace RPAInstability

noncomputable section

variable {n : Type*} [Fintype n]

/-- The RPA matrix `[[A, B], [-B, -A]]` built from real blocks, regarded as a complex matrix. -/
def rpaMatrix (A B : Matrix n n ℝ) : Matrix (n ⊕ n) (n ⊕ n) ℂ :=
  (Matrix.fromBlocks A B (-B) (-A)).map Complex.ofReal

/-- The complex amplitude `(x - i y, x + i y)` formed from two real vectors. -/
def modeVector (x y : n → ℝ) : n ⊕ n → ℂ :=
  Sum.elim (fun i => (x i : ℂ) - Complex.I * y i) (fun i => (x i : ℂ) + Complex.I * y i)
```

Complex orbitals lead to a matrix with conjugated lower blocks, which is not covered. Finiteness makes the unit sphere compact, so that a minimum used below is attained. In infinite dimension a negative direction may belong to a continuous spectrum with no eigenvector.

## Symmetric A and B

Symmetry expresses that \(S\) and \(K\) are matrices of second derivatives of an energy. A minimum \(x\) of a quadratic form \(w\cdot Rw\) is stationary for any \(R\), which means \((R+R^{\mathsf T})x=0\); symmetry turns this into \(Rx=0\). The argument by hand is as follows.

Let \(R\) be symmetric with \(w\cdot Rw\ge0\) for all \(w\), and let \(x\cdot Rx=0\). Put \(y=Rx\). Symmetry gives \(x\cdot Ry=y\cdot y\), so for all real \(s,a\)

\[
0\le(sx-ay)\cdot R(sx-ay)=-2sa\,(y\cdot y)+a^2\,(y\cdot Ry).
\]

Choose \(a=y\cdot y\) and \(s=y\cdot Ry+1\). The right-hand side becomes \(-(y\cdot Ry+2)(y\cdot y)^2\), so \(y=0\), that is, \(Rx=0\).

```lean
/-- If the quadratic form of a real symmetric matrix is nowhere negative, a vector on which it
vanishes is annihilated by the matrix. -/
theorem mulVec_eq_zero_of_minimum {R : Matrix n n ℝ} (hR : R.IsSymm)
    (hpos : ∀ w, 0 ≤ w ⬝ᵥ R *ᵥ w) {x : n → ℝ} (hx : x ⬝ᵥ R *ᵥ x = 0) : R *ᵥ x = 0 := by
  obtain ⟨y, hy⟩ : ∃ y, y = R *ᵥ x := ⟨_, rfl⟩
  have h1 : x ⬝ᵥ R *ᵥ y = y ⬝ᵥ y := by
    rw [Matrix.dotProduct_mulVec, ← Matrix.mulVec_transpose, hR.eq, ← hy]
  rw [← hy] at hx ⊢
  -- the form along the displaced vector `s x - a y`
  have key : ∀ s a : ℝ, 0 ≤ -2 * s * a * (y ⬝ᵥ y) + a ^ 2 * (y ⬝ᵥ R *ᵥ y) := by
    intro s a
    have h := hpos (s • x - a • y)
    simp only [Matrix.mulVec_sub, Matrix.mulVec_smul, sub_dotProduct, dotProduct_sub,
      smul_dotProduct, dotProduct_smul, smul_eq_mul, ← hy, h1, hx] at h
    linarith
  have h2 := key (y ⬝ᵥ R *ᵥ y + 1) (y ⬝ᵥ y)
  have h3 : (y ⬝ᵥ y) ^ 2 ≤ 0 := by
    nlinarith [mul_nonneg (sq_nonneg (y ⬝ᵥ y)) (hpos y)]
  have h4 : y ⬝ᵥ y = 0 :=
    (pow_eq_zero_iff two_ne_zero).mp (le_antisymm h3 (sq_nonneg _))
  exact dotProduct_self_eq_zero.mp h4
```

In the proof, `h1` is the symmetry step, `key` is the displayed inequality and `h2` inserts the chosen \(s\) and \(a\).

Without symmetry the conclusion fails. Take \(K=1\) and \(S=\begin{pmatrix}1&-4\\0&1\end{pmatrix}\). The vector \((1,1)\) gives \(v\cdot Sv=-2\), yet the only eigenvalue of \(KS\) is \(1\), and those of \(M\) are \(\pm1\).

## A−B positive definite

This hypothesis says that the reference is strictly stable against imaginary orbital variations. Adiabatic TDDFT has equations of the same form; with a local functional and real orbitals, its \(K\) is the diagonal matrix of orbital-energy gaps, and the condition is that every gap is positive. Lean states it as the strict inequality `0 < x ⬝ᵥ (A - B) *ᵥ x` for every nonzero `x`, where `⬝ᵥ` is the dot product and `*ᵥ` applies a matrix to a vector.

By hand, it supplies a positive denominator. For symmetric \(Q\) and positive definite symmetric \(P\), consider

\[
\rho(w)=\frac{w\cdot Qw}{w\cdot Pw},\qquad w\ne0.
\]

This quotient is continuous and does not change when \(w\) is rescaled, so it attains its minimum \(\mu\) at some \(x\) on the unit sphere. If \(v\cdot Qv<0\), then \(\mu\le\rho(v)<0\). The form of \(R=Q-\mu P\) is nowhere negative and vanishes at \(x\), so the previous result gives \(Qx=\mu Px\).

```lean
/-- Rayleigh principle for `Q x = μ P x` with `Q`, `P` real symmetric and `P` positive definite:
if `Q` has a direction of negative energy, there is a solution with `μ < 0`, and `μ` is a lower
bound of the quotient of the two quadratic forms. -/
theorem exists_negative_rayleigh_minimum {Q P : Matrix n n ℝ} (hQ : Q.IsSymm) (hP : P.IsSymm)
    (hpos : ∀ x, x ≠ 0 → 0 < x ⬝ᵥ P *ᵥ x) {v : n → ℝ} (hv : v ⬝ᵥ Q *ᵥ v < 0) :
    ∃ μ < 0, (∃ x, x ≠ 0 ∧ Q *ᵥ x = μ • P *ᵥ x) ∧
      ∀ w, μ * (w ⬝ᵥ P *ᵥ w) ≤ w ⬝ᵥ Q *ᵥ w := by
  have hv0 : v ≠ 0 := by
    rintro rfl
    simp at hv
  have hcont : ∀ R : Matrix n n ℝ, Continuous fun x : n → ℝ => x ⬝ᵥ R *ᵥ x := by
    intro R
    simp only [dotProduct, Matrix.mulVec]
    fun_prop
  have hunit : ∀ w : n → ℝ, w ≠ 0 → ‖w‖⁻¹ • w ∈ Metric.sphere (0 : n → ℝ) 1 := by
    intro w hw
    rw [mem_sphere_zero_iff_norm, norm_smul, norm_inv, norm_norm]
    exact inv_mul_cancel₀ (norm_ne_zero_iff.mpr hw)
  have hne : ∀ x ∈ Metric.sphere (0 : n → ℝ) 1, x ≠ 0 := by
    rintro x hx rfl
    simp at hx
  -- the quotient attains its minimum on the compact unit sphere
  obtain ⟨x, hx, hmin⟩ := (isCompact_sphere (0 : n → ℝ) 1).exists_isMinOn ⟨_, hunit v hv0⟩
    ((hcont Q).continuousOn.div (hcont P).continuousOn fun x hx => (hpos x (hne x hx)).ne')
  have hx0 := hne x hx
  obtain ⟨μ, hμ⟩ : ∃ μ, μ = (x ⬝ᵥ Q *ᵥ x) / (x ⬝ᵥ P *ᵥ x) := ⟨_, rfl⟩
  have hbound : ∀ w, μ * (w ⬝ᵥ P *ᵥ w) ≤ w ⬝ᵥ Q *ᵥ w := by
    intro w
    by_cases hw : w = 0
    · simp [hw]
    have hc : 0 < ‖w‖⁻¹ := inv_pos.mpr (norm_pos_iff.mpr hw)
    have h : μ ≤ ((‖w‖⁻¹ • w) ⬝ᵥ Q *ᵥ (‖w‖⁻¹ • w)) / ((‖w‖⁻¹ • w) ⬝ᵥ P *ᵥ (‖w‖⁻¹ • w)) := by
      rw [hμ]
      exact hmin (hunit w hw)
    rw [le_div_iff₀ (hpos _ (hne _ (hunit w hw)))] at h
    simp only [Matrix.mulVec_smul, smul_dotProduct, dotProduct_smul, smul_eq_mul] at h
    refine le_of_mul_le_mul_left ?_ (mul_pos hc hc)
    linarith
  refine ⟨μ, ?_, ⟨x, hx0, ?_⟩, hbound⟩
  · by_contra hcon
    have := mul_nonneg (not_lt.mp hcon) (hpos v hv0).le
    linarith [hbound v]
  · -- the minimiser is a stationary point
    have hxx : x ⬝ᵥ Q *ᵥ x = μ * (x ⬝ᵥ P *ᵥ x) := by
      rw [hμ, div_mul_cancel₀ _ (hpos x hx0).ne']
    have h := mulVec_eq_zero_of_minimum (R := Q - μ • P) (hQ.sub (hP.smul μ))
      (fun w => by
        rw [Matrix.sub_mulVec, Matrix.smul_mulVec, dotProduct_sub, dotProduct_smul, smul_eq_mul]
        linarith [hbound w])
      (x := x) (by
        rw [Matrix.sub_mulVec, Matrix.smul_mulVec, dotProduct_sub, dotProduct_smul, smul_eq_mul]
        linarith)
    rw [Matrix.sub_mulVec, Matrix.smul_mulVec] at h
    exact sub_eq_zero.mp h
```

Here `hmin` is the minimum property, `hbound` extends it from the sphere to all vectors by rescaling, and the last bullet applies `mulVec_eq_zero_of_minimum` to `Q - μ • P`. The sphere is that of Lean's maximum norm, which serves equally well because \(\rho\) ignores scale.

Without positive definiteness, two negative curvatures can compensate. For one excitation with \(A=-1\), \(B=0\), both \(K\) and \(S\) are \(-1\), their product is \(1\), and the frequencies are \(\pm1\). Semidefiniteness is not enough either: \(A=B=-\tfrac12\) gives \(K=0\), \(S=-1\), and only the frequency zero.

## A direction in which the energy falls

The condition \(v\cdot Sv<0\) says that a real orbital variation lowers the energy to second order. For stretched H₂ it is met in the triplet block.

The product \(KS\) is generally not symmetric, but \(Q=KSK\) is. Take \(P=K\). Positive definiteness makes \(K\) invertible, so \(v=Kw\) with \(w=K^{-1}v\), and

\[
w\cdot KSKw=(Kw)\cdot S(Kw)=v\cdot Sv<0.
\]

The minimum principle gives \(\mu<0\) and \(y\neq0\) with \(KSKy=\mu Ky\). Put \(x=Ky\), which is nonzero, and \(\omega=\sqrt{-\mu}>0\). Then \(KSx=-\omega^2x\). Since \(\mu\) is the minimum, every trial vector \(w\) also satisfies

\[
-(Kw)\cdot S(Kw)\le\omega^2\,(w\cdot Kw).
\]

```lean
/-- For real symmetric `K`, `S` with `K` positive definite and `v·Sv < 0` for some `v`, the product
`K S` has an eigenvalue `-ω²` with `ω > 0`, and every vector `w` satisfies `-(Kw)·S(Kw) ≤ ω² w·Kw`.
-/
theorem exists_negative_squared_frequency {K S : Matrix n n ℝ} (hK : K.IsSymm) (hS : S.IsSymm)
    (hpos : ∀ x, x ≠ 0 → 0 < x ⬝ᵥ K *ᵥ x) {v : n → ℝ} (hv : v ⬝ᵥ S *ᵥ v < 0) :
    ∃ ω : ℝ, 0 < ω ∧ (∃ x, x ≠ 0 ∧ (K * S) *ᵥ x = (-ω ^ 2) • x) ∧
      ∀ w, -((K *ᵥ w) ⬝ᵥ S *ᵥ (K *ᵥ w)) ≤ ω ^ 2 * (w ⬝ᵥ K *ᵥ w) := by
  classical
  have hker : ∀ x, x ≠ 0 → K *ᵥ x ≠ 0 := by
    intro x hx h0
    have h := hpos x hx
    rw [h0, dotProduct_zero] at h
    exact lt_irrefl _ h
  have hdet : K.det ≠ 0 := by
    intro h
    obtain ⟨x, hx, h0⟩ := Matrix.exists_mulVec_eq_zero_iff.mpr h
    exact hker x hx h0
  have hq : ∀ w, w ⬝ᵥ (K * S * K) *ᵥ w = (K *ᵥ w) ⬝ᵥ S *ᵥ (K *ᵥ w) := by
    intro w
    rw [← Matrix.mulVec_mulVec, ← Matrix.mulVec_mulVec, Matrix.dotProduct_mulVec w K,
      ← Matrix.mulVec_transpose, hK.eq]
  have hsymm : (K * S * K).IsSymm := by
    simp only [Matrix.IsSymm, Matrix.transpose_mul, hK.eq, hS.eq, Matrix.mul_assoc]
  -- the unstable direction has the form `v = K w`
  have hw : K *ᵥ (K⁻¹ *ᵥ v) = v := by
    rw [Matrix.mulVec_mulVec, Matrix.mul_nonsing_inv _ (isUnit_iff_ne_zero.mpr hdet),
      Matrix.one_mulVec]
  obtain ⟨μ, hμ, ⟨y, hy, hey⟩, hb⟩ := exists_negative_rayleigh_minimum hsymm hK hpos
    (v := K⁻¹ *ᵥ v) (by rw [hq, hw]; exact hv)
  have hsq : Real.sqrt (-μ) ^ 2 = -μ := Real.sq_sqrt (by linarith)
  refine ⟨Real.sqrt (-μ), Real.sqrt_pos.mpr (by linarith), ⟨K *ᵥ y, hker y hy, ?_⟩, ?_⟩
  · rw [hsq, neg_neg, Matrix.mulVec_mulVec, hey]
  · intro w
    have h := hb w
    rw [hq] at h
    rw [hsq]
    linarith
```

In Lean, `hdet` gives the invertibility, `hsymm` the symmetry of \(KSK\), `hq` the identity between the forms, and `hw` the equation \(K(K^{-1}v)=v\).

Without a negative direction there is no negative eigenvalue: if \(KSx=\mu x\) with \(x=Ky\ne0\), then \(Sx=\mu y\) and \(0\le x\cdot Sx=\mu\,(y\cdot Ky)\), so \(\mu\ge0\).

## A nonzero ω turns the negative square into an imaginary frequency

Given \(KSx=-\omega^2x\), now define \(y=\omega^{-1}Sx\), which requires \(\omega\neq0\). Then \(Sx=\omega y\) and \(Ky=-\omega x\). The two halves of \(M\) acting on \((x-iy,\;x+iy)\) are

\[
\begin{aligned}
A(x-iy)+B(x+iy)&=Sx-iKy=\omega y+i\omega x=i\omega(x-iy),\\
-B(x-iy)-A(x+iy)&=-Sx-iKy=-\omega y+i\omega x=i\omega(x+iy).
\end{aligned}
\]

```lean
/-- If `(A+B)x = ω y` and `(A-B)y = -ω x` for real `x`, `y`, `ω`, the RPA matrix multiplies the
amplitude `(x - i y, x + i y)` by `iω`. -/
theorem rpaMatrix_mulVec_modeVector {A B : Matrix n n ℝ} {x y : n → ℝ} {ω : ℝ}
    (hS : (A + B) *ᵥ x = ω • y) (hK : (A - B) *ᵥ y = (-ω) • x) :
    rpaMatrix A B *ᵥ modeVector x y = ((ω : ℂ) * Complex.I) • modeVector x y := by
  have h1 : ∀ i, ∑ j, ((A i j : ℂ) + B i j) * x j = ω * y i := by
    intro i
    have h := congrFun hS i
    simp only [Matrix.mulVec, dotProduct, Matrix.add_apply, Pi.smul_apply, smul_eq_mul] at h
    exact_mod_cast h
  have h2 : ∀ i, ∑ j, ((A i j : ℂ) - B i j) * y j = -ω * x i := by
    intro i
    have h := congrFun hK i
    simp only [Matrix.mulVec, dotProduct, Matrix.sub_apply, Pi.smul_apply, smul_eq_mul] at h
    exact_mod_cast h
  ext i
  rcases i with i | i
  · have e : ∑ j, (A i j : ℂ) * (x j - Complex.I * y j)
        + ∑ j, (B i j : ℂ) * (x j + Complex.I * y j)
        = ∑ j, ((A i j : ℂ) + B i j) * x j
          - Complex.I * ∑ j, ((A i j : ℂ) - B i j) * y j := by
      rw [Finset.mul_sum, ← Finset.sum_add_distrib, ← Finset.sum_sub_distrib]
      exact Finset.sum_congr rfl fun j _ => by ring
    simp only [rpaMatrix, modeVector, Matrix.mulVec, dotProduct, Fintype.sum_sum_type,
      Matrix.map_apply, Matrix.fromBlocks_apply₁₁, Matrix.fromBlocks_apply₁₂, Sum.elim_inl,
      Sum.elim_inr, Pi.smul_apply, smul_eq_mul]
    rw [e, h1, h2]
    linear_combination (ω * y i : ℂ) * Complex.I_mul_I
  · have e : ∑ j, -(B i j : ℂ) * (x j - Complex.I * y j)
        + ∑ j, -(A i j : ℂ) * (x j + Complex.I * y j)
        = (-1) * ∑ j, ((A i j : ℂ) + B i j) * x j
          - Complex.I * ∑ j, ((A i j : ℂ) - B i j) * y j := by
      rw [Finset.mul_sum, Finset.mul_sum, ← Finset.sum_add_distrib, ← Finset.sum_sub_distrib]
      exact Finset.sum_congr rfl fun j _ => by ring
    simp only [rpaMatrix, modeVector, Matrix.mulVec, dotProduct, Fintype.sum_sum_type,
      Matrix.map_apply, Matrix.fromBlocks_apply₂₁, Matrix.fromBlocks_apply₂₂, Sum.elim_inl,
      Sum.elim_inr, Pi.smul_apply, smul_eq_mul, Matrix.neg_apply, Complex.ofReal_neg]
    rw [e, h1, h2]
    linear_combination (-(ω * y i) : ℂ) * Complex.I_mul_I

/-- An eigenvalue `-ω²` of `(A-B)(A+B)`, with `ω` real and nonzero, gives the eigenvalue `iω` of
the RPA matrix. -/
theorem exists_imaginary_mode {A B : Matrix n n ℝ} {x : n → ℝ} {ω : ℝ} (hω : ω ≠ 0)
    (hx : x ≠ 0) (h : ((A - B) * (A + B)) *ᵥ x = (-ω ^ 2) • x) :
    ∃ z, z ≠ 0 ∧ rpaMatrix A B *ᵥ z = ((ω : ℂ) * Complex.I) • z := by
  refine ⟨modeVector x (ω⁻¹ • (A + B) *ᵥ x), ?_, rpaMatrix_mulVec_modeVector ?_ ?_⟩
  · intro hz
    apply hx
    ext i
    simpa [modeVector] using congrArg Complex.re (congrFun hz (Sum.inl i))
  · rw [smul_inv_smul₀ hω]
  · have hc : ω⁻¹ * -ω ^ 2 = -ω := by field_simp
    rw [Matrix.mulVec_smul, Matrix.mulVec_mulVec, h, smul_smul, hc]
```

The first theorem checks the two halves: each `e` regroups the sums into \(S\) and \(K\), and `linear_combination` uses \(i^2=-1\). The second constructs \(y\) and shows that the amplitude is nonzero, since the real part of its upper half is \(x\).

## The unstable mode and its growth

`rpa_instability` assembles these steps. Its hypotheses are `hA` and `hB` for symmetry, `hpos` for positive definiteness and `hv` for the negative direction. Both eigenvalues are stated through explicit nonzero eigenvectors.

```lean
/-- RPA instability: for real symmetric `A`, `B` with `A-B` positive definite, a direction with
`v·(A+B)v < 0` forces a negative eigenvalue of `(A-B)(A+B)` and a nonzero purely imaginary
eigenvalue of the RPA matrix. -/
theorem rpa_instability {A B : Matrix n n ℝ} (hA : A.IsSymm) (hB : B.IsSymm)
    (hpos : ∀ x, x ≠ 0 → 0 < x ⬝ᵥ (A - B) *ᵥ x) (hv : ∃ v, v ⬝ᵥ (A + B) *ᵥ v < 0) :
    (∃ μ : ℝ, μ < 0 ∧ ∃ x, x ≠ 0 ∧ ((A - B) * (A + B)) *ᵥ x = μ • x) ∧
      ∃ ω : ℝ, ω ≠ 0 ∧ ∃ z, z ≠ 0 ∧ rpaMatrix A B *ᵥ z = ((ω : ℂ) * Complex.I) • z := by
  obtain ⟨v, hv⟩ := hv
  obtain ⟨ω, hω, ⟨x, hx, h⟩, -⟩ :=
    exists_negative_squared_frequency (hA.sub hB) (hA.add hB) hpos hv
  exact ⟨⟨-ω ^ 2, neg_lt_zero.mpr (pow_pos hω 2), x, hx, h⟩,
    ω, hω.ne', exists_imaginary_mode hω.ne' hx h⟩
```

For a finite set of real orbitals with \(A-B\) positive definite, a reference that fails the stability test on \(A+B\) therefore has an imaginary root in its RPA spectrum. The theorem does not count such roots.

The same hypotheses give a statement in time. With \(\hbar=1\) and the linearised equation \(i\,dz/dt=Mz\), an eigenvector with \(Mz=i\omega z\) yields the solution \(e^{\omega t}z\), because \(-iMz=\omega z\). `exists_growing_solution` states this through `HasDerivAt`, with \(\omega>0\), and keeps the trial-vector bound for the same \(\omega\). Inserting \(w=K^{-1}v\) turns an unstable direction into a lower bound on the growth rate:

\[
\omega^2\ge\frac{-\,v\cdot Sv}{v\cdot K^{-1}v}.
\]

```lean
/-- For real symmetric `A`, `B` with `K = A-B` positive definite and `v·(A+B)v < 0` for some `v`,
the linearised equation of motion `i dz/dt = M z`, with `M` the RPA matrix, has a nonzero solution
growing as `exp(ωt)` with `ω > 0`, and every vector `w` satisfies `-(Kw)·(A+B)(Kw) ≤ ω² w·Kw` for
the same `ω`. -/
theorem exists_growing_solution {A B : Matrix n n ℝ} (hA : A.IsSymm) (hB : B.IsSymm)
    (hpos : ∀ x, x ≠ 0 → 0 < x ⬝ᵥ (A - B) *ᵥ x) (hv : ∃ v, v ⬝ᵥ (A + B) *ᵥ v < 0) :
    ∃ ω : ℝ, 0 < ω ∧
      (∃ z : n ⊕ n → ℂ, z ≠ 0 ∧ ∀ t : ℝ, HasDerivAt (fun s : ℝ => Real.exp (ω * s) • z)
        ((-Complex.I) • rpaMatrix A B *ᵥ (Real.exp (ω * t) • z)) t) ∧
      ∀ w, -(((A - B) *ᵥ w) ⬝ᵥ (A + B) *ᵥ ((A - B) *ᵥ w)) ≤ ω ^ 2 * (w ⬝ᵥ (A - B) *ᵥ w) := by
  obtain ⟨v, hv⟩ := hv
  obtain ⟨ω, hω, ⟨x, hx, h⟩, hb⟩ :=
    exists_negative_squared_frequency (hA.sub hB) (hA.add hB) hpos hv
  obtain ⟨z, hz, hM⟩ := exists_imaginary_mode hω.ne' hx h
  refine ⟨ω, hω, ⟨z, hz, fun t => ?_⟩, hb⟩
  -- on the mode, `-i M` acts as multiplication by the growth rate
  have e : (-Complex.I) • rpaMatrix A B *ᵥ (Real.exp (ω * t) • z)
      = (Real.exp (ω * t) * (ω * 1)) • z := by
    rw [Matrix.mulVec_smul, hM]
    ext i
    simp only [Pi.smul_apply, smul_eq_mul, Complex.real_smul, Complex.ofReal_mul,
      Complex.ofReal_one]
    linear_combination (-((Real.exp (ω * t) : ℝ) : ℂ) * ω * z i) * Complex.I_mul_I
  rw [e]
  exact (((hasDerivAt_id t).const_mul ω).exp).smul_const z

end

end RPAInstability
```

The exponential growth belongs to the linearised equation and approximates the full time-dependent Hartree–Fock dynamics only while the displacement from the reference is small.

```lean
#print axioms RPAInstability.rpa_instability
-- 'RPAInstability.rpa_instability' depends on axioms: [propext, Classical.choice, Quot.sound]
#print axioms RPAInstability.exists_growing_solution
-- 'RPAInstability.exists_growing_solution' depends on axioms: [propext, Classical.choice, Quot.sound]
```
